# Level-shifted amplitude updates share one solution when the coupling is weaker than the gap

Let $D$ be a diagonal matrix on $\mathbb{R}^N$ with diagonal entries at least $g$, and let $w$ be a map with Lipschitz constant $K$ in the max norm, where $0 \le K < g$. Then for every shift $b \ge 0$ the update $t \mapsto (D+b)^{-1}(bt - w(t))$ contracts with constant $(b+K)/(g+b) < 1$, and its unique fixed point is the solution of $Dt + w(t) = 0$, the same for all $b$.

```lean
import Mathlib

open Function

namespace ShiftedAmplitudeUpdate

noncomputable section

variable {ι : Type*} [Fintype ι]

/-- The residual `D t + w(t)` of the amplitude equations, with diagonal part `D` and
coupling `w`. -/
def residual (D : ι → ℝ) (w : (ι → ℝ) → (ι → ℝ)) (t : ι → ℝ) : ι → ℝ :=
  fun i => D i * t i + w t i

/-- The update `t ↦ (D + b)⁻¹ (b t - w(t))` with level shift `b`. -/
def shiftedUpdate (D : ι → ℝ) (w : (ι → ℝ) → (ι → ℝ)) (b : ℝ) (t : ι → ℝ) : ι → ℝ :=
  fun i => (b * t i - w t i) / (D i + b)

/-- The contraction constant `(b + K) / (g + b)` for gap `g`, coupling strength `K`
and shift `b`. -/
def rate (g K b : ℝ) : ℝ := (b + K) / (g + b)

omit [Fintype ι] in
/-- If no shifted denominator vanishes, the amplitudes left unchanged by the update are
exactly those with zero residual. -/
theorem fixed_iff_residual_eq_zero {D : ι → ℝ} {w : (ι → ℝ) → (ι → ℝ)} {b : ℝ}
    (h : ∀ i, D i + b ≠ 0) (t : ι → ℝ) :
    shiftedUpdate D w b t = t ↔ residual D w t = 0 := by
  rw [funext_iff, funext_iff]
  refine forall_congr' fun i => ?_
  simp only [shiftedUpdate, residual, Pi.zero_apply]
  rw [div_eq_iff (h i)]
  constructor <;> intro h' <;> linarith

/-- One shifted update multiplies max-norm distances by a factor of at most `(b + K) / (g + b)`. -/
theorem shiftedUpdate_lipschitz {D : ι → ℝ} {w : (ι → ℝ) → (ι → ℝ)} {g K b : ℝ}
    (hg : 0 < g) (hK : 0 ≤ K) (hb : 0 ≤ b) (hD : ∀ i, g ≤ D i)
    (hw : ∀ s t, ‖w s - w t‖ ≤ K * ‖s - t‖) (s t : ι → ℝ) :
    ‖shiftedUpdate D w b s - shiftedUpdate D w b t‖ ≤ rate g K b * ‖s - t‖ := by
  unfold rate
  rw [pi_norm_le_iff_of_nonneg (by positivity)]
  intro i
  have h1 : |s i - t i| ≤ ‖s - t‖ := norm_le_pi_norm (s - t) i
  have h2 : |w s i - w t i| ≤ K * ‖s - t‖ :=
    (norm_le_pi_norm (w s - w t) i).trans (hw s t)
  have h3 : shiftedUpdate D w b s i - shiftedUpdate D w b t i
      = (b * (s i - t i) - (w s i - w t i)) / (D i + b) := by
    simp only [shiftedUpdate]
    ring
  have hpos : 0 < D i + b := by linarith [hD i]
  -- the numerator is bounded by the triangle inequality, the denominator by the gap
  have hnum : |b * (s i - t i) - (w s i - w t i)| ≤ (b + K) * ‖s - t‖ := by
    rw [abs_le] at h1 h2 ⊢
    constructor <;>
      nlinarith [mul_le_mul_of_nonneg_left h1.1 hb, mul_le_mul_of_nonneg_left h1.2 hb]
  rw [Pi.sub_apply, h3, Real.norm_eq_abs, abs_div, abs_of_pos hpos, div_mul_eq_mul_div]
  exact div_le_div₀ (by positivity) hnum (by linarith) (by linarith [hD i])

/-- When the coupling is weaker than the gap, the contraction constant is below one. -/
theorem rate_lt_one {g K b : ℝ} (hg : 0 < g) (hKg : K < g) (hb : 0 ≤ b) :
    rate g K b < 1 := by
  unfold rate
  rw [div_lt_one (by linarith)]
  linarith

/-- When the coupling is weaker than the gap, a larger shift gives a strictly larger
contraction constant. -/
theorem rate_strictMono {g K b c : ℝ} (hg : 0 < g) (hKg : K < g) (hb : 0 ≤ b)
    (hbc : b < c) : rate g K b < rate g K c := by
  unfold rate
  rw [div_lt_div_iff₀ (by linarith) (by linarith)]
  nlinarith [mul_pos (sub_pos.mpr hbc) (sub_pos.mpr hKg)]

/-- The distance between two sets of amplitudes, times `g - K`, is at most the distance
between their residuals. -/
theorem error_le_residual {D : ι → ℝ} {w : (ι → ℝ) → (ι → ℝ)} {g K : ℝ}
    (hg : 0 < g) (hK : 0 ≤ K) (hD : ∀ i, g ≤ D i)
    (hw : ∀ s t, ‖w s - w t‖ ≤ K * ‖s - t‖) (s t : ι → ℝ) :
    (g - K) * ‖s - t‖ ≤ ‖residual D w s - residual D w t‖ := by
  have key : ‖s - t‖ ≤ (‖residual D w s - residual D w t‖ + K * ‖s - t‖) / g := by
    rw [pi_norm_le_iff_of_nonneg (by positivity)]
    intro i
    have h1 : |residual D w s i - residual D w t i| ≤ ‖residual D w s - residual D w t‖ :=
      norm_le_pi_norm (residual D w s - residual D w t) i
    have h2 : |w s i - w t i| ≤ K * ‖s - t‖ :=
      (norm_le_pi_norm (w s - w t) i).trans (hw s t)
    have hDi : 0 < D i := lt_of_lt_of_le hg (hD i)
    have h3 : |s i - t i| * g ≤ |s i - t i| * D i :=
      mul_le_mul_of_nonneg_left (hD i) (abs_nonneg _)
    -- the diagonal part is the residual minus the coupling
    have h4 : |s i - t i| * D i
        = |(residual D w s i - residual D w t i) - (w s i - w t i)| := by
      have e : (residual D w s i - residual D w t i) - (w s i - w t i)
          = (s i - t i) * D i := by
        simp only [residual]
        ring
      rw [e, abs_mul, abs_of_pos hDi]
    have h5 : |(residual D w s i - residual D w t i) - (w s i - w t i)|
        ≤ ‖residual D w s - residual D w t‖ + K * ‖s - t‖ := by
      rw [abs_le] at h1 h2 ⊢
      constructor <;> linarith [h1.1, h1.2, h2.1, h2.2]
    rw [Pi.sub_apply, Real.norm_eq_abs, le_div_iff₀ hg]
    linarith
  rw [le_div_iff₀ hg] at key
  linarith

/-- If the coupling is weaker than the gap, the amplitude equations `D t + w(t) = 0` have
exactly one solution `t`. For every shift `b ≥ 0` this `t` is the only fixed point of the
update, and the error after `n` updates is at most `((b + K) / (g + b)) ^ n` times the
initial one, with a ratio below one. -/
theorem shifted_updates_share_solution {D : ι → ℝ} {w : (ι → ℝ) → (ι → ℝ)} {g K : ℝ}
    (hK : 0 ≤ K) (hKg : K < g) (hD : ∀ i, g ≤ D i)
    (hw : ∀ s t, ‖w s - w t‖ ≤ K * ‖s - t‖) :
    ∃ t, (∀ s, residual D w s = 0 ↔ s = t) ∧
      ∀ b, 0 ≤ b → rate g K b < 1 ∧ (∀ s, shiftedUpdate D w b s = s ↔ s = t) ∧
        ∀ s n, ‖(shiftedUpdate D w b)^[n] s - t‖ ≤ rate g K b ^ n * ‖s - t‖ := by
  have hg : 0 < g := lt_of_le_of_lt hK hKg
  have hne : ∀ b, 0 ≤ b → ∀ i, D i + b ≠ 0 := fun b hb i => by
    have := hD i
    exact ne_of_gt (by linarith)
  have hr : ∀ b, 0 ≤ b → 0 ≤ rate g K b := fun b hb => by
    unfold rate
    positivity
  -- Banach's fixed point theorem for the unshifted update
  have hc : ContractingWith ⟨rate g K 0, hr 0 le_rfl⟩ (shiftedUpdate D w 0) := by
    refine ⟨?_, LipschitzWith.of_dist_le_mul fun s t => ?_⟩
    · exact_mod_cast rate_lt_one hg hKg le_rfl
    · rw [dist_eq_norm, dist_eq_norm]
      exact shiftedUpdate_lipschitz hg hK le_rfl hD hw s t
  obtain ⟨t, ht⟩ : ∃ t, shiftedUpdate D w 0 t = t := ⟨_, hc.fixedPoint_isFixedPt⟩
  have ht0 : residual D w t = 0 := (fixed_iff_residual_eq_zero (hne 0 le_rfl) t).1 ht
  have huniq : ∀ s, residual D w s = 0 ↔ s = t := by
    intro s
    constructor
    · intro hs
      have h := error_le_residual hg hK hD hw s t
      rw [hs, ht0, sub_zero, norm_zero] at h
      have h0 : ‖s - t‖ ≤ 0 := by
        by_contra hlt
        nlinarith [mul_pos (sub_pos.mpr hKg) (not_le.mp hlt)]
      exact sub_eq_zero.mp (norm_le_zero_iff.mp h0)
    · rintro rfl
      exact ht0
  refine ⟨t, huniq, fun b hb => ⟨rate_lt_one hg hKg hb, fun s =>
    (fixed_iff_residual_eq_zero (hne b hb) s).trans (huniq s), fun s n => ?_⟩⟩
  have hfix : shiftedUpdate D w b t = t := (fixed_iff_residual_eq_zero (hne b hb) t).2 ht0
  -- each further update contributes one factor of the rate
  induction n with
  | zero => simp
  | succ n ih =>
    have h := shiftedUpdate_lipschitz hg hK hb hD hw ((shiftedUpdate D w b)^[n] s) t
    rw [hfix] at h
    rw [iterate_succ_apply', pow_succ']
    calc _ ≤ rate g K b * ‖(shiftedUpdate D w b)^[n] s - t‖ := h
      _ ≤ rate g K b * (rate g K b ^ n * ‖s - t‖) :=
        mul_le_mul_of_nonneg_left ih (hr b hb)
      _ = _ := by ring

/-- For the uniform diagonal `g` and the linear coupling `w(t) = -K t`, every distance is
multiplied by exactly `(b + K) / (g + b)`. -/
theorem rate_attained {g K b : ℝ} (hg : 0 < g) (hK : 0 ≤ K) (hb : 0 ≤ b) (s t : ι → ℝ) :
    ‖shiftedUpdate (fun _ => g) (fun u i => -K * u i) b s
      - shiftedUpdate (fun _ => g) (fun u i => -K * u i) b t‖ = rate g K b * ‖s - t‖ := by
  have h : shiftedUpdate (fun _ => g) (fun u i => -K * u i) b s
      - shiftedUpdate (fun _ => g) (fun u i => -K * u i) b t = rate g K b • (s - t) := by
    ext i
    simp only [shiftedUpdate, rate, Pi.sub_apply, Pi.smul_apply, smul_eq_mul]
    ring
  have hr : 0 ≤ rate g K b := by
    unfold rate
    positivity
  rw [h, norm_smul, Real.norm_of_nonneg hr]

/-- For the uniform diagonal `g`, the coupling `w(t) = 1 - g t` has Lipschitz constant
`K = g`, and the amplitude equations have no solution. -/
theorem no_solution_at_equality [Nonempty ι] {g : ℝ} (hg : 0 < g) :
    (∀ s t : ι → ℝ, ‖(fun i => 1 - g * s i) - (fun i => 1 - g * t i)‖ = g * ‖s - t‖) ∧
      ∀ t : ι → ℝ, residual (fun _ => g) (fun u i => 1 - g * u i) t ≠ 0 := by
  constructor
  · intro s t
    have h : (fun i => 1 - g * s i) - (fun i => 1 - g * t i) = (-g) • (s - t) := by
      ext i
      simp only [Pi.sub_apply, Pi.smul_apply, smul_eq_mul]
      ring
    rw [h, norm_smul, norm_neg, Real.norm_of_nonneg hg.le]
  · intro t ht
    obtain ⟨i⟩ := ‹Nonempty ι›
    have h := congrFun ht i
    simp only [residual, Pi.zero_apply] at h
    linarith

end

end ShiftedAmplitudeUpdate
```

```lean
#print axioms ShiftedAmplitudeUpdate.rate_strictMono
-- 'ShiftedAmplitudeUpdate.rate_strictMono' depends on axioms: [propext, Classical.choice, Quot.sound]
#print axioms ShiftedAmplitudeUpdate.shifted_updates_share_solution
-- 'ShiftedAmplitudeUpdate.shifted_updates_share_solution' depends on axioms: [propext, Classical.choice, Quot.sound]
#print axioms ShiftedAmplitudeUpdate.rate_attained
-- 'ShiftedAmplitudeUpdate.rate_attained' depends on axioms: [propext, Classical.choice, Quot.sound]
#print axioms ShiftedAmplitudeUpdate.no_solution_at_equality
-- 'ShiftedAmplitudeUpdate.no_solution_at_equality' depends on axioms: [propext, Classical.choice, Quot.sound]
```

## One solution for all shifts

A vector of amplitudes is a function `ι → ℝ` on a finite index type `ι`, so $N$ is the number of elements of `ι`. Mathlib's norm on this space is the max norm, $\|t\| = \max_i |t_i|$. The diagonal is stored as its list of entries `D : ι → ℝ`, and the coupling `w` takes a whole amplitude vector to another vector, so each component $w_i(t)$ may depend on all amplitudes.

Write $R(t) = Dt + w(t)$ for `residual D w t`, $\Phi_b$ for `shiftedUpdate D w b`, and $q_b = (b+K)/(g+b)$ for `rate g K b`. The hypothesis `hD` says $D_i \ge g$ for every $i$, and `hw` says $\|w(s)-w(t)\| \le K\|s-t\|$ for all $s$ and $t$.

The main theorem, `shifted_updates_share_solution`, first provides a vector $t$ and only then speaks of the shifts. This order of quantifiers expresses the independence of $b$. The clause `residual D w s = 0 ↔ s = t` says that this vector solves the amplitude equations and that nothing else does. For each $b \ge 0$ the theorem then gives three facts: $q_b < 1$, the vector is the only fixed point of $\Phi_b$, and $n$ updates from any starting point $s$ leave an error of at most $q_b^n \|s-t\|$. Positivity of $g$ is not a separate hypothesis here, because it follows from $0 \le K < g$.

## Energy denominators, coupling and shift

Equations of the form $Dt + w(t) = 0$ occur in coupled-cluster theory. There $D_i$ is the orbital energy difference of an excitation, virtual minus occupied, and $w$ collects the remaining terms, including those independent of $t$. The number $g$, called the gap here, is a positive lower bound on these energy denominators. Such a bound exists when every virtual orbital lies above every occupied one. The number $K$ bounds how strongly a change in the amplitudes feeds back into the equations. The condition $K < g$ says that this feedback is weaker than the gap; it is assumed, and for a given molecule it would have to be established separately.

The update can also be written as
$$\Phi_b(t)_i = t_i - \frac{R_i(t)}{D_i + b},$$
which is the familiar step of dividing the residual by a shifted denominator. The shift damps the step and leaves the equations alone.

For real amplitudes, a fixed shift and a globally Lipschitz coupling weaker than the gap, the result means that the choice of $b \ge 0$ affects the path of the iteration but not the converged amplitudes. An affine coupling $w(t) = v + Mt$ fits the hypotheses if the largest absolute row sum of $M$ is below $g$. The full coupled-cluster equations contain products of amplitudes, and a polynomial map with such terms is not Lipschitz on the whole space. The theorem therefore does not cover them as it stands; one possible extension is a version restricted to a region that the iteration does not leave. Extrapolation such as DIIS and rounding errors are not modelled either.

## Fixed points are zeros of the residual

Suppose $D_i + b \ne 0$ for all $i$. Then $\Phi_b(t) = t$ means, component by component,
$$\frac{b t_i - w_i(t)}{D_i + b} = t_i \iff b t_i - w_i(t) = D_i t_i + b t_i \iff D_i t_i + w_i(t) = 0.$$
The terms $b t_i$ cancel, and with them every trace of the shift. This is `fixed_iff_residual_eq_zero`: `div_eq_iff` clears the denominator, and `linarith` performs the cancellation in both directions.

## The contraction constant

For two amplitude vectors $s$ and $t$,
$$\Phi_b(s)_i - \Phi_b(t)_i = \frac{b(s_i - t_i) - (w_i(s) - w_i(t))}{D_i + b}.$$
By the triangle inequality the numerator is at most $b\|s-t\| + K\|s-t\|$ in absolute value, and the denominator is at least $g + b$. Hence each component of the difference is at most $q_b\|s-t\|$, and so is the largest one.

In `shiftedUpdate_lipschitz` the displayed identity is `h3` and the bound on the numerator is `hnum`. The lemma `pi_norm_le_iff_of_nonneg` reduces the norm estimate to single components, and `div_le_div₀` combines the bounds on numerator and denominator. The estimate does not use $K < g$. That condition enters in `rate_lt_one`, where $q_b < 1$ amounts to $b + K < g + b$.

The constant grows with the shift. For $0 \le b < c$, cross-multiplication turns $q_b < q_c$ into
$$(c+K)(g+b) - (b+K)(g+c) = (c-b)(g-K) > 0,$$
and this product is what `rate_strictMono` hands to `nlinarith`. With $g = 1$ and $K = 1/2$, for instance, the constant is $1/2$ without a shift and $3/4$ at $b = 1$.

The constant is also sharp if there is at least one amplitude. Take $D_i = g$ for all $i$ and $w(t) = -Kt$. Then $\Phi_b(t) = q_b t$, so every distance is multiplied by exactly $q_b$, as `rate_attained` states. For other couplings $q_b$ can be pessimistic: with the opposite sign, $w(t) = Kt$, the shift $b = K$ reaches the solution in one step.

## The residual bounds the error

The difference of two residuals gives
$$D_i(s_i - t_i) = (R_i(s) - R_i(t)) - (w_i(s) - w_i(t)).$$
Taking absolute values and using $D_i \ge g$, one finds
$$g|s_i - t_i| \le \|R(s) - R(t)\| + K\|s-t\|.$$
This holds for every $i$, so $|s_i - t_i|$ may be replaced by $\|s-t\|$. Moving the last term to the left yields
$$(g-K)\|s-t\| \le \|R(s) - R(t)\|,$$
which is `error_le_residual`. In its proof, `key` is the estimate after the maximum has been taken, still divided by $g$.

If $K < g$ and $t$ is the solution, then $R(t) = 0$ and the error of a trial vector $s$ is at most $\|R(s)\|/(g-K)$. A threshold on the residual therefore controls the amplitude error in the same way for every shift. If $s$ is a solution as well, the bound forces $s = t$.

## Existence and geometric convergence

At $b = 0$ the update is a contraction of a complete space with constant $K/g < 1$, so Banach's theorem provides a fixed point $t$. In Lean this is `hc`, a `ContractingWith` statement assembled from `rate_lt_one` and `shiftedUpdate_lipschitz`. The fixed point has zero residual, the residual bound makes it the only such vector (`huniq`), and the equivalence between fixed points and zeros carries it to every $b \ge 0$. Banach's theorem is thus needed for one shift only.

The error bound follows by induction on $n$. It is an equality at $n = 0$, and since $\Phi_b(t) = t$,
$$\|\Phi_b^{n+1}(s) - t\| = \|\Phi_b(\Phi_b^n(s)) - \Phi_b(t)\| \le q_b\|\Phi_b^n(s) - t\| \le q_b^{n+1}\|s-t\|.$$
The closing `calc` block has the same two inequalities.

## Coupling as strong as the gap

The condition $K < g$ cannot be relaxed to $K \le g$ when there is at least one amplitude. Take $D_i = g$ and $w_i(t) = 1 - g t_i$. This coupling multiplies every distance by exactly $g$, so $K = g$, while
$$R_i(t) = g t_i + 1 - g t_i = 1$$
for every $t$. The coupling cancels the diagonal and leaves a constant residual, so the amplitude equations have no solution. `no_solution_at_equality` proves both statements, and its hypothesis `[Nonempty ι]` supplies the component in which the contradiction $1 = 0$ appears.
